# For a C² energy with a Lipschitz Hessian, the error in the linear model of the gradient is at most quadratic in the step

Near a point `x`, the gradient of an energy after a step `s` can be predicted from the gradient and Hessian at `x`, as ∇E(x) + H(x)s. The theorem `gradient_remainder` says that the true gradient at x + s differs from this prediction by at most L‖s‖²/2 in norm. The energy is a twice continuously differentiable real function on a real Hilbert space, and its Hessian is assumed to be Lipschitz with constant L on the whole space, in the operator norm. The proof follows the error along the segment from x to x + s, bounds its derivative at time τ by L‖s‖²τ, and compares the error with L‖s‖²τ²/2, which has that bound as its derivative.

This version doesn't compile in Lean 4 with Mathlib:

```lean
import Mathlib

open scoped NNReal

namespace GradientRemainder

noncomputable section

variable {V : Type*} [NormedAddCommGroup V] [InnerProductSpace ℝ V] [CompleteSpace V]

/-- The Hessian of the energy `E` at `x`: the derivative of the gradient, as a linear operator.
It is meant for energies whose gradient is differentiable at `x`. -/
def hessian (E : V → ℝ) (x : V) : V →L[ℝ] V := fderiv ℝ (gradient E) x

/-- The gradient of a twice continuously differentiable energy is differentiable. -/
theorem differentiable_gradient {E : V → ℝ} (hE : ContDiff ℝ 2 E) :
    Differentiable ℝ (gradient E) := by
  -- the Riesz map from covectors to vectors, as a real linear map
  let J : StrongDual ℝ V →L[ℝ] V := LinearMap.mkContinuous
    { toFun := fun φ => (InnerProductSpace.toDual ℝ V).symm φ
      map_add' := fun a b => map_add _ a b
      map_smul' := fun c a => by simp } 1 (fun φ => by simp)
  have h1 : Differentiable ℝ (fderiv ℝ E) :=
    (hE.fderiv_right (m := 1) one_add_one_eq_two.le).differentiable (by simp)
  have h2 : gradient E = fun x => J (fderiv ℝ E x) := rfl
  rw [h2]
  exact J.differentiable.comp h1

/-- If the Hessian of a C² energy is `L`-Lipschitz, the linear model of the gradient is wrong
by at most `L ‖s‖² / 2` after a step `s`. -/
theorem gradient_remainder {E : V → ℝ} {L : ℝ≥0} (hE : ContDiff ℝ 2 E)
    (hL : LipschitzWith L (hessian E)) (x s : V) :
    ‖gradient E (x + s) - gradient E x - hessian E x s‖ ≤ L * ‖s‖ ^ 2 / 2 := by
  have hd := differentiable_gradient hE
  -- follow the error of the linear model along the segment from x to x + s
  have hf : ∀ τ : ℝ, HasDerivAt
      (fun τ : ℝ => gradient E (x + τ • s) - gradient E x - τ • hessian E x s)
      (hessian E (x + τ • s) s - hessian E x s) τ := by
    intro τ
    have hline : HasDerivAt (fun τ : ℝ => x + τ • s) s τ := by
      simpa using ((hasDerivAt_id τ).smul_const s).const_add x
    have h2 : HasDerivAt (fun τ : ℝ => gradient E (x + τ • s))
        (hessian E (x + τ • s) s) τ :=
      (hd (x + τ • s)).hasFDerivAt.comp_hasDerivAt τ hline
    have h3 : HasDerivAt (fun τ : ℝ => τ • hessian E x s) (hessian E x s) τ := by
      simpa using (hasDerivAt_id τ).smul_const (hessian E x s)
    exact (h2.sub_const _).fun_sub h3
  have hB : ∀ τ : ℝ, HasDerivAt (fun τ : ℝ => L * ‖s‖ ^ 2 / 2 * τ ^ 2)
      (L * ‖s‖ ^ 2 * τ) τ := fun τ =>
    ((hasDerivAt_pow 2 τ).const_mul _).congr_deriv (by norm_num <;> ring)
  have key := image_norm_le_of_norm_deriv_right_le_deriv_boundary (a := 0) (b := 1)
    (fun τ _ => (hf τ).continuousAt.continuousWithinAt)
    (fun τ _ => (hf τ).hasDerivWithinAt) (by simp) hB
    (by
      intro τ hτ
      -- the Hessian has changed by at most L τ ‖s‖
      have h1 : ‖hessian E (x + τ • s) - hessian E x‖ ≤ L * (τ * ‖s‖) := by
        have h := hL.dist_le_mul (x + τ • s) x
        rwa [dist_eq_norm, dist_eq_norm, add_sub_cancel_left, norm_smul,
          Real.norm_of_nonneg hτ.1] at h
      calc ‖hessian E (x + τ • s) s - hessian E x s‖
          = ‖(hessian E (x + τ • s) - hessian E x) s‖ := rfl
        _ ≤ ‖hessian E (x + τ • s) - hessian E x‖ * ‖s‖ :=
            ContinuousLinearMap.le_opNorm _ _
        _ ≤ L * (τ * ‖s‖) * ‖s‖ := by gcongr
        _ = L * ‖s‖ ^ 2 * τ := by ring)
    (Set.right_mem_Icc.mpr zero_le_one)
  simpa using key

end

end GradientRemainder
```

Messages:

```
Main.lean:44:6: error: Type mismatch
  HasFDerivAt.comp_hasDerivAt τ ?m.276 hline
has type
  HasDerivAt (?m.274 ∘ fun τ => x + τ • s) (?m.275 s) τ
but is expected to have type
  HasDerivAt (fun τ => gradient E (x + τ • s)) ((hessian E (x + τ • s)) s) τ
```

What went wrong. The error is in `h2`, the chain rule for the gradient along the line. `HasFDerivAt.comp_hasDerivAt` gives a derivative for a composition `?m.274 ∘ fun τ => x + τ • s`, while the goal has the composition written out as `fun τ => gradient E (x + τ • s)`. When Lean compared the two, the outer function `?m.274` and its derivative `?m.275` were still unknown, as was the proof `?m.276` that should have supplied them, and the match failed.

The repair first states `hF`, which names the outer function as `gradient E` and its derivative as `hessian E (x + τ • s)`; this is the `fderiv` in the definition of `hessian`. The chain rule then gives `hc` with nothing left unknown, and `exact hc` succeeds because the composition unfolds to the function in the goal.

The change from `norm_num <;> ring` to `norm_num; ring` in `hB` is mere tidying, and no message concerns it.

The mended proof, as a diff:

```diff
@@ -41,6 +41,9 @@
       simpa using ((hasDerivAt_id τ).smul_const s).const_add x
     have h2 : HasDerivAt (fun τ : ℝ => gradient E (x + τ • s))
-        (hessian E (x + τ • s) s) τ :=
-      (hd (x + τ • s)).hasFDerivAt.comp_hasDerivAt τ hline
+        (hessian E (x + τ • s) s) τ := by
+      have hF : HasFDerivAt (gradient E) (hessian E (x + τ • s)) (x + τ • s) :=
+        (hd (x + τ • s)).hasFDerivAt
+      have hc := hF.comp_hasDerivAt τ hline
+      exact hc
     have h3 : HasDerivAt (fun τ : ℝ => τ • hessian E x s) (hessian E x s) τ := by
       simpa using (hasDerivAt_id τ).smul_const (hessian E x s)
@@ -48,5 +51,5 @@
   have hB : ∀ τ : ℝ, HasDerivAt (fun τ : ℝ => L * ‖s‖ ^ 2 / 2 * τ ^ 2)
       (L * ‖s‖ ^ 2 * τ) τ := fun τ =>
-    ((hasDerivAt_pow 2 τ).const_mul _).congr_deriv (by norm_num <;> ring)
+    ((hasDerivAt_pow 2 τ).const_mul _).congr_deriv (by norm_num; ring)
   have key := image_norm_le_of_norm_deriv_right_le_deriv_boundary (a := 0) (b := 1)
     (fun τ _ => (hf τ).continuousAt.continuousWithinAt)
```
